# The Lorentzian weight of a level coupled equally to an infinite, evenly spaced ladder

Suppose a level of energy $a$ couples with strength $V>0$ to substrate levels of spacing $d>0$, and its weight in an eigenstate of energy $E$ is read off the continuum Lorentzian of half-width $\pi V^2/d$. Multiplying that density by the spacing gives $V^2/((E-a)^2+(\pi V^2/d)^2)$. At $E=a$ this is $d^2/(\pi V)^2$, which exceeds one when $\pi V<d$. The exact weight has an additional $V^2$ in the denominator and never exceeds one.

In Lean 4 with Mathlib:

```lean
import Mathlib

open Filter
open scoped Real Topology

namespace QuasiContinuum

noncomputable section
```

## Stationary states on the ladder

The substrate energies are $kd$ for all integers $k$. With real amplitudes $c$ on the level and $b_k$ on the substrate, the stationary equations are
$$kd\,b_k+Vc=E\,b_k,\qquad ac+V\sum_k b_k=Ec.$$
The sum converges only conditionally, so `level` defines it as the limit of cuts $|k|\le N$. This is a physical convention: a lopsided cut can shift the effective position of the level.

```lean
/-- Amplitudes `c` on the level `a` and `b k` on the substrate levels `k d` solve the stationary
equations at energy `E` with equal coupling `V`; the substrate sum is a limit of symmetric cuts. -/
structure IsStationary (a d V E c : ℝ) (b : ℤ → ℝ) : Prop where
  substrate : ∀ k : ℤ, k * d * b k + V * c = E * b k
  level : Tendsto (fun N : ℕ => a * c + V * ∑ k ∈ Finset.Icc (-(N : ℤ)) N, b k)
    atTop (𝓝 (E * c))
```

Up to normalisation, a state with $c=1$ has $b_k=V/(E-kd)$, which gives the level the weight $1/(1+S)$, where $S=\sum_k V^2/(E-kd)^2$.

```lean
/-- The weight `1 / (1 + ∑ V² / (E - k d)²)` of the discrete level at energy `E`. -/
def levelWeight (d V E : ℝ) : ℝ := 1 / (1 + ∑' k : ℤ, V ^ 2 / (E - k * d) ^ 2)
```

## Summing over the ladder

A symmetric window consists of the central term and pairs of opposite levels. Induction on its size adds one pair at a time.

```lean
/-- A sum over a symmetric window of levels is the central term plus pairs of opposite levels. -/
lemma sum_window (f : ℤ → ℝ) (n : ℕ) : ∑ k ∈ Finset.Icc (-(n : ℤ)) n, f k =
    ∑ j ∈ Finset.range n, (f ((j : ℤ) + 1) + f (-((j : ℤ) + 1))) + f 0 := by
  induction n with
  | zero => simp
  | succ n ih =>
    have hI : Finset.Icc (-((n + 1 : ℕ) : ℤ)) ((n + 1 : ℕ) : ℤ) =
        insert ((n : ℤ) + 1) (insert (-((n : ℤ) + 1)) (Finset.Icc (-(n : ℤ)) n)) := by
      ext k
      simp only [Finset.mem_insert, Finset.mem_Icc]
      omega
    have h1 : (n : ℤ) + 1 ∉ insert (-((n : ℤ) + 1)) (Finset.Icc (-(n : ℤ)) n) := by
      simp only [Finset.mem_insert, Finset.mem_Icc]
      omega
    have h2 : -((n : ℤ) + 1) ∉ Finset.Icc (-(n : ℤ)) n := by
      simp only [Finset.mem_Icc]
      omega
    rw [hI, Finset.sum_insert h1, Finset.sum_insert h2, ih, Finset.sum_range_succ]
    ring
```

For non-integer $x$, the Mittag-Leffler expansion then reads
$$\pi\cot\pi x=\frac1x+\sum_{j\ge0}\left(\frac1{x-(j+1)}+\frac1{x+(j+1)}\right)=\lim_{N\to\infty}\sum_{|k|\le N}\frac1{x-k}.$$
Mathlib supplies the complex expansion; the proof takes real parts and regroups the pairs.

```lean
/-- For a ladder of unit spacing and `x` not an integer, the symmetric sums of `1 / (x - k)` tend to
`π cot (π x)`. -/
theorem tendsto_window_cot {x : ℝ} (hx : ∀ k : ℤ, x ≠ k) :
    Tendsto (fun N : ℕ => ∑ k ∈ Finset.Icc (-(N : ℤ)) N, 1 / (x - k)) atTop
      (𝓝 (π * Real.cot (π * x))) := by
  have hm : (x : ℂ) ∈ Complex.integerComplement := by
    show ¬ ∃ n : ℤ, (n : ℂ) = (x : ℂ)
    rintro ⟨k, hk⟩
    exact hx k (by exact_mod_cast hk.symm)
  have h : Tendsto (fun n : ℕ => ∑ j ∈ Finset.range n,
      (1 / ((x : ℂ) - (j + 1)) + 1 / ((x : ℂ) + (j + 1)))) atTop
      (𝓝 (π * Complex.cot (π * x) - 1 / x)) := tendsto_logDeriv_euler_cot_sub hm
  have e1 : (π * Complex.cot (π * x) - 1 / x : ℂ) =
      ((π * Real.cot (π * x) - 1 / x : ℝ) : ℂ) := by
    rw [Real.cot_eq_cos_div_sin]
    simp [Complex.cot]
  rw [e1] at h
  have h2 := ((Complex.continuous_re.tendsto _).comp h).add_const (1 / x)
  rw [Complex.ofReal_re, sub_add_cancel] at h2
  refine h2.congr fun n => ?_
  have e2 : ∑ j ∈ Finset.range n, (1 / ((x : ℂ) - (j + 1)) + 1 / ((x : ℂ) + (j + 1))) =
      ((∑ j ∈ Finset.range n, (1 / (x - (j + 1)) + 1 / (x + (j + 1))) : ℝ) : ℂ) := by
    push_cast
    first | done | rfl
  show (∑ j ∈ Finset.range n,
    (1 / ((x : ℂ) - (j + 1)) + 1 / ((x : ℂ) + (j + 1)))).re + 1 / x = _
  rw [e2, Complex.ofReal_re, sum_window]
  congr 1
  · refine Finset.sum_congr rfl fun j _ => ?_
    push_cast
    rw [sub_neg_eq_add]
  · simp
```

Since $\sin\pi x$ vanishes only at integers, it can safely appear in denominators.

```lean
lemma sin_ne {x : ℝ} (hx : ∀ k : ℤ, x ≠ k) : Real.sin (π * x) ≠ 0 := by
  intro h
  obtain ⟨n, hn⟩ := Real.sin_eq_zero_iff.1 h
  exact hx n (mul_left_cancel₀ Real.pi_ne_zero (by linarith))
```

Differentiating the cotangent should give
$$\sum_k\frac1{(x-k)^2}=\frac{\pi^2}{\sin^2\pi x},$$
but the interchange with the sum needs a bound. Let $\delta$ be half the distance from $x$ to the nearest integer. If $|y-x|<\delta$, the triangle inequality gives $|y-k|\ge|x-k|/2$. The terms $1/(y-k)-1/(x-k)$ therefore have derivatives bounded by $4/(x-k)^2$, which is summable. They vanish at $y=x$, so their series converges near $x$ and can be differentiated term by term. Its sum is $\pi\cot\pi y-\pi\cot\pi x$ (`heq`), and equating the two derivatives at $y=x$ (`hu`) gives the identity.

```lean
/-- For a ladder of unit spacing and `x` not an integer, the sum of `1 / (x - k)²` is `π² / sin² (π
x)`. -/
theorem hasSum_inv_sq {x : ℝ} (hx : ∀ k : ℤ, x ≠ k) :
    HasSum (fun k : ℤ => 1 / (x - k) ^ 2) (π ^ 2 / Real.sin (π * x) ^ 2) := by
  have hS : Summable (fun k : ℤ => 1 / (x - k) ^ 2) := by
    have e : (fun k : ℤ => 1 / (x - k) ^ 2) = fun k : ℤ => 1 / |(k : ℝ) + -x| ^ (2 : ℝ) := by
      funext k
      rw [Real.rpow_two, sq_abs, show (k : ℝ) + -x = -(x - k) by ring, neg_sq]
    rw [e]
    exact (Real.summable_one_div_int_add_rpow (-x) 2).2 (by norm_num)
  have hpos : ∀ k : ℤ, 0 < |x - k| := fun k => abs_pos.2 (sub_ne_zero.2 (hx k))
  -- a neighbourhood of x that stays away from every level
  obtain ⟨δ, hδ, hfar⟩ : ∃ δ > 0, ∀ y ∈ Metric.ball x δ, ∀ k : ℤ, |x - k| / 2 ≤ |y - k| := by
    refine ⟨|x - round x| / 2, half_pos (hpos _), fun y hy k => ?_⟩
    rw [Metric.mem_ball, Real.dist_eq] at hy
    linarith [round_le x k, abs_sub_le x y k, abs_sub_comm x y]
  have hne : ∀ y ∈ Metric.ball x δ, ∀ k : ℤ, y ≠ k := by
    intro y hy k h
    have h1 := hfar y hy k
    rw [h, sub_self, abs_zero] at h1
    linarith [hpos k]
  have hg : ∀ (k : ℤ) (y : ℝ), y ∈ Metric.ball x δ →
      HasDerivAt (fun y : ℝ => 1 / (y - k) - 1 / (x - k)) (-(1 / (y - k) ^ 2)) y := by
    intro k y hy
    refine HasDerivAt.congr_deriv (((hasDerivAt_const y (1 : ℝ)).fun_div
      ((hasDerivAt_id' y).sub_const (k : ℝ)) (sub_ne_zero.2 (hne y hy k))).sub_const _) ?_
    ring
  have hb : ∀ (k : ℤ) (y : ℝ), y ∈ Metric.ball x δ →
      ‖-(1 / (y - k) ^ 2)‖ ≤ 4 * (1 / (x - k) ^ 2) := by
    intro k y hy
    rw [norm_neg, Real.norm_of_nonneg (by positivity), ← sq_abs (y - k), ← sq_abs (x - k)]
    calc 1 / |y - k| ^ 2 ≤ 1 / (|x - k| / 2) ^ 2 :=
          one_div_le_one_div_of_le (pow_pos (half_pos (hpos k)) 2)
            (pow_le_pow_left₀ (half_pos (hpos k)).le (hfar y hy k) 2)
      _ = 4 * (1 / |x - k| ^ 2) := by ring
  have hx0 : x ∈ Metric.ball x δ := Metric.mem_ball_self hδ
  have hpre : IsPreconnected (Metric.ball x δ) := (convex_ball x δ).isPreconnected
  have hg0 : Summable (fun k : ℤ => 1 / (x - k) - 1 / (x - k)) := by
    simp only [sub_self]
    exact summable_zero
  have hD : HasDerivAt (fun y : ℝ => ∑' k : ℤ, (1 / (y - k) - 1 / (x - k)))
      (∑' k : ℤ, -(1 / (x - k) ^ 2)) x :=
    hasDerivAt_tsum_of_isPreconnected (hS.mul_left 4) Metric.isOpen_ball hpre hg hb hx0 hg0 hx0
  have hw : Tendsto (fun N : ℕ => Finset.Icc (-(N : ℤ)) N) atTop atTop :=
    tendsto_atTop_finset_of_monotone
      (fun m n h => Finset.Icc_subset_Icc (by omega) (by omega))
      (fun k => ⟨k.natAbs, by simp only [Finset.mem_Icc]; omega⟩)
  -- the differences sum to a difference of cotangents
  have heq : ∀ y ∈ Metric.ball x δ, ∑' k : ℤ, (1 / (y - k) - 1 / (x - k)) =
      π * Real.cot (π * y) - π * Real.cot (π * x) := by
    intro y hy
    have hs : Summable (fun k : ℤ => 1 / (y - k) - 1 / (x - k)) :=
      summable_of_summable_hasDerivAt_of_isPreconnected (hS.mul_left 4) Metric.isOpen_ball
        hpre hg hb hx0 hg0 hy
    have h1 : Tendsto (fun s : Finset ℤ => ∑ k ∈ s, (1 / (y - k) - 1 / (x - k))) atTop
        (𝓝 (∑' k : ℤ, (1 / (y - k) - 1 / (x - k)))) := hs.hasSum
    refine tendsto_nhds_unique (h1.comp hw)
      (((tendsto_window_cot (hne y hy)).sub (tendsto_window_cot hx)).congr fun N => ?_)
    simp only [Function.comp_apply, Finset.sum_sub_distrib]
  have hl : HasDerivAt (fun y : ℝ => π * y) π x := by
    simpa using (hasDerivAt_id' x).const_mul π
  have hC : HasDerivAt (fun y : ℝ => π * (Real.cos (π * y) / Real.sin (π * y)) -
      π * Real.cot (π * x)) (-(π ^ 2 / Real.sin (π * x) ^ 2)) x := by
    refine HasDerivAt.congr_deriv
      (((hl.cos.fun_div hl.sin (sin_ne hx)).const_mul π).sub_const _) ?_
    linear_combination (-π ^ 2 / Real.sin (π * x) ^ 2) * Real.sin_sq_add_cos_sq (π * x)
  have hu := hC.unique (hD.congr_of_eventuallyEq
    (Filter.eventually_of_mem (Metric.ball_mem_nhds x hδ) fun y hy => by
      simp only [heq y hy, Real.cot_eq_cos_div_sin]))
  rw [tsum_neg] at hu
  rw [neg_inj.1 hu]
  exact hS.hasSum
```

Setting $x=E/d$ restores the units. If $E\ne kd$ for every $k$, then $x$ is not an integer, and $E-kd=d(x-k)$.

```lean
lemma off_ladder {d E : ℝ} (hd : 0 < d) (hE : ∀ k : ℤ, E ≠ k * d) (k : ℤ) : E / d ≠ k :=
  fun h => hE k ((div_eq_iff hd.ne').1 h)

lemma detuning {d : ℝ} (hd : 0 < d) (E : ℝ) (k : ℤ) : E - k * d = d * (E / d - k) := by
  have h : d * (E / d) = E := by field_simp
  linear_combination -h
```

The first sum becomes the level shift,
$$\lim_{N\to\infty}\sum_{|k|\le N}\frac{V^2}{E-kd}=\frac{\pi V^2}{d}\cot\frac{\pi E}{d}.$$

```lean
/-- For `E` off the ladder, the symmetric sums of `V² / (E - k d)` tend to `(π V² / d) cot (π E /
d)`. -/
theorem tendsto_levelShift {d E : ℝ} (V : ℝ) (hd : 0 < d) (hE : ∀ k : ℤ, E ≠ k * d) :
    Tendsto (fun N : ℕ => ∑ k ∈ Finset.Icc (-(N : ℤ)) N, V ^ 2 / (E - k * d)) atTop
      (𝓝 (π * V ^ 2 / d * Real.cot (π * (E / d)))) := by
  have h := (tendsto_window_cot (off_ladder hd hE)).const_mul (V ^ 2 / d)
  rw [show V ^ 2 / d * (π * Real.cot (π * (E / d))) =
    π * V ^ 2 / d * Real.cot (π * (E / d)) by ring] at h
  refine h.congr fun N => ?_
  rw [Finset.mul_sum]
  refine Finset.sum_congr rfl fun k _ => ?_
  rw [detuning hd E k]
  generalize E / d - (k : ℝ) = X
  ring
```

The second becomes the substrate population relative to that of the level,
$$S=\frac{(\pi V/d)^2}{\sin^2(\pi E/d)}.$$

```lean
/-- For `E` off the ladder, the sum of `V² / (E - k d)²` over the substrate is `(π V / d)² / sin² (π
E / d)`. -/
theorem hasSum_substrate {d E : ℝ} (V : ℝ) (hd : 0 < d) (hE : ∀ k : ℤ, E ≠ k * d) :
    HasSum (fun k : ℤ => V ^ 2 / (E - k * d) ^ 2)
      ((π * V / d) ^ 2 / Real.sin (π * (E / d)) ^ 2) := by
  have h := (hasSum_inv_sq (off_ladder hd hE)).mul_left ((V / d) ^ 2)
  have e : (fun k : ℤ => V ^ 2 / (E - k * d) ^ 2) =
      fun k : ℤ => (V / d) ^ 2 * (1 / (E / d - k) ^ 2) := by
    funext k
    rw [detuning hd E k]
    generalize E / d - (k : ℝ) = X
    ring
  rw [e, show (π * V / d) ^ 2 / Real.sin (π * (E / d)) ^ 2 =
    (V / d) ^ 2 * (π ^ 2 / Real.sin (π * (E / d)) ^ 2) by ring]
  exact h
```

## From the cotangent condition to the Lorentzian

Suppose $E-a=(\pi V^2/d)\cot(\pi E/d)$. Since $\cot^2\theta=1/\sin^2\theta-1$,
$$(E-a)^2+V^2+\left(\frac{\pi V^2}{d}\right)^2=V^2+\frac{(\pi V^2/d)^2}{\sin^2(\pi E/d)}=V^2(1+S).$$
Dividing $V^2$ by both sides gives
$$\frac1{1+S}=\frac{V^2}{(E-a)^2+V^2+(\pi V^2/d)^2}.$$
In `levelWeight_eq`, `hE` keeps $E$ off the ladder and `hcot` is the cotangent condition; `key` is the displayed identity.

```lean
/-- At an energy off the ladder that satisfies the cotangent condition, the weight of the
discrete level is `V² / ((E - a)² + V² + (π V² / d)²)`. -/
theorem levelWeight_eq {a d V E : ℝ} (hd : 0 < d) (hV : 0 < V) (hE : ∀ k : ℤ, E ≠ k * d)
    (hcot : E - a = π * V ^ 2 / d * Real.cot (π * (E / d))) :
    levelWeight d V E = V ^ 2 / ((E - a) ^ 2 + V ^ 2 + (π * V ^ 2 / d) ^ 2) := by
  have hs := sin_ne (off_ladder hd hE)
  unfold levelWeight
  rw [(hasSum_substrate V hd hE).tsum_eq, hcot, Real.cot_eq_cos_div_sin]
  have h1 : (Real.cos (π * (E / d)) / Real.sin (π * (E / d))) ^ 2 =
      1 / Real.sin (π * (E / d)) ^ 2 - 1 := by
    rw [div_pow, Real.cos_sq', sub_div, div_self (pow_ne_zero 2 hs)]
  -- the identity `cot² = 1 / sin² - 1` relates the two denominators
  have key : (π * V ^ 2 / d * (Real.cos (π * (E / d)) / Real.sin (π * (E / d)))) ^ 2 + V ^ 2 +
      (π * V ^ 2 / d) ^ 2 =
      V ^ 2 * (1 + (π * V / d) ^ 2 / Real.sin (π * (E / d)) ^ 2) := by
    linear_combination (π * V ^ 2 / d) ^ 2 * h1
  rw [key, div_mul_eq_div_div, div_self (pow_ne_zero 2 hV.ne')]
```

That condition is the eigenvalue equation. Let $c\ne0$. If $E=kd$, the substrate equation would force $Vc=0$, so $E$ is off the ladder and $b_k=cV/(E-kd)$. The level equation becomes
$$c\left(a+\lim_{N\to\infty}\sum_{|k|\le N}\frac{V^2}{E-kd}\right)=Ec.$$
Cancelling $c$ and inserting the level shift gives the condition. The steps reverse, hence the equivalence.

```lean
/-- With non-zero amplitude `c` on the discrete level, the stationary equations hold exactly when
`E` is off the ladder, `b k = c V / (E - k d)`, and the cotangent condition holds. -/
theorem isStationary_iff {a d V E c : ℝ} {b : ℤ → ℝ} (hd : 0 < d) (hV : 0 < V) (hc : c ≠ 0) :
    IsStationary a d V E c b ↔ (∀ k : ℤ, E ≠ k * d) ∧ (∀ k : ℤ, b k = c * V / (E - k * d)) ∧
      E - a = π * V ^ 2 / d * Real.cot (π * (E / d)) := by
  have key : (∀ k : ℤ, b k = c * V / (E - k * d)) → ∀ N : ℕ,
      a * c + V * ∑ k ∈ Finset.Icc (-(N : ℤ)) N, b k =
        c * (a + ∑ k ∈ Finset.Icc (-(N : ℤ)) N, V ^ 2 / (E - k * d)) := by
    intro hb N
    rw [mul_add, Finset.mul_sum, Finset.mul_sum, mul_comm a c]
    congr 1
    refine Finset.sum_congr rfl fun k _ => ?_
    rw [hb k]
    ring
  constructor
  · rintro ⟨h1, h2⟩
    have hE : ∀ k : ℤ, E ≠ k * d := by
      intro k hk
      have h := h1 k
      rw [hk] at h
      exact mul_ne_zero hV.ne' hc (by linarith)
    have hb : ∀ k : ℤ, b k = c * V / (E - k * d) := by
      intro k
      rw [eq_div_iff (sub_ne_zero.2 (hE k))]
      linear_combination -(h1 k)
    have h3 := tendsto_nhds_unique (h2.congr (key hb))
      (((tendsto_levelShift V hd hE).const_add a).const_mul c)
    have h4 := mul_left_cancel₀ hc ((mul_comm c E).trans h3)
    exact ⟨hE, hb, by linarith⟩
  · rintro ⟨hE, hb, hcot⟩
    refine ⟨fun k => ?_, ?_⟩
    · have h := (eq_div_iff (sub_ne_zero.2 (hE k))).1 (hb k)
      linear_combination -h
    · have h := ((tendsto_levelShift V hd hE).const_add a).const_mul c
      rw [← hcot, show c * (a + (E - a)) = E * c by ring] at h
      exact h.congr fun N => (key hb N).symm
```

For such a state $\sum_k b_k^2=c^2S$, which is finite, and the normalised population of the level is
$$\frac{c^2}{c^2+\sum_k b_k^2}=\frac1{1+S}.$$
For simulations that represent a reservoir by discrete levels, this gives a reference value for each eigenstate's population on the level, within a non-interacting model with an infinite uniform ladder and equal couplings. Finite ladders and energy-dependent couplings are not covered, nor is the completeness of the eigenstates.

```lean
/-- A stationary state with non-zero amplitude on the discrete level has square-summable substrate
amplitudes, and its population fraction on that level is `V² / ((E - a)² + V² + (π V² / d)²)`. -/
theorem population_eq {a d V E c : ℝ} {b : ℤ → ℝ} (hd : 0 < d) (hV : 0 < V) (hc : c ≠ 0)
    (h : IsStationary a d V E c b) : Summable (fun k => b k ^ 2) ∧
      c ^ 2 / (c ^ 2 + ∑' k, b k ^ 2) =
        V ^ 2 / ((E - a) ^ 2 + V ^ 2 + (π * V ^ 2 / d) ^ 2) := by
  obtain ⟨hE, hb, hcot⟩ := (isStationary_iff hd hV hc).1 h
  have e : (fun k => b k ^ 2) = fun k : ℤ => c ^ 2 * (V ^ 2 / (E - k * d) ^ 2) := by
    funext k
    rw [hb k, div_pow, mul_pow, mul_div_assoc]
  rw [e]
  refine ⟨((hasSum_substrate V hd hE).mul_left (c ^ 2)).summable, ?_⟩
  rw [tsum_mul_left, ← levelWeight_eq hd hV hE hcot]
  unfold levelWeight
  rw [← mul_one_add, div_mul_eq_div_div, div_self (pow_ne_zero 2 hc)]
```

For a concrete state, put the level midway between two substrate levels, $a=d/2$, and take $E=a$. This energy is off the ladder, because $d/2=kd$ would require $1=2k$. Both sides of the cotangent condition vanish, since $\cot(\pi/2)=0$. The amplitudes $c=1$ and $b_k=V/(d/2-kd)$ therefore solve the equations, and the normalised weight of the level is $1/(1+(\pi V/d)^2)$.

```lean
/-- With the discrete level midway between two substrate levels, the amplitudes `1` and
`V / (d/2 - k d)` solve the stationary equations at `E = d/2`. -/
theorem isStationary_witness {d V : ℝ} (hd : 0 < d) (hV : 0 < V) :
    IsStationary (d / 2) d V (d / 2) 1 (fun k : ℤ => V / (d / 2 - k * d)) := by
  refine (isStationary_iff hd hV one_ne_zero).2 ⟨fun k h => ?_, fun k => by rw [one_mul], ?_⟩
  · have h1 : (1 : ℝ) = 2 * k := mul_left_cancel₀ hd.ne' (by linear_combination 2 * h)
    have h2 : (1 : ℤ) = 2 * k := by exact_mod_cast h1
    omega
  · have h1 : π * (d / 2 / d) = π / 2 := by field_simp
    rw [h1, Real.cot_eq_cos_div_sin, Real.cos_pi_div_two]
    simp

end

end QuasiContinuum
```

```lean
#print axioms QuasiContinuum.levelWeight_eq
-- 'QuasiContinuum.levelWeight_eq' depends on axioms: [propext, Classical.choice, Quot.sound]
#print axioms QuasiContinuum.population_eq
-- 'QuasiContinuum.population_eq' depends on axioms: [propext, Classical.choice, Quot.sound]
```
